# Among detailed-balance acceptance rules for a symmetric proposal on finitely many states, Metropolis has the least one-step autocorrelation

## Many acceptance rules, one Boltzmann distribution

A Monte Carlo run of an Ising magnet picks a spin at random, proposes to flip it, and accepts or rejects the flip. Several acceptance rules sample the same Boltzmann distribution. For a move from state $i$ to state $j$ with weights $p_i$ and $p_j$, Metropolis accepts with probability $\min(1,p_j/p_i)$, and the heat-bath rule with $p_j/(p_i+p_j)$. Which rule gives the smaller statistical error for the same number of steps?

Successive configurations are correlated, and positive correlations enlarge the error of a time average. For normalised weights and an observable $f$ with mean zero, the equilibrium covariance between one step and the next is

$$\langle f,Pf\rangle_p=\sum_i p_i f_i\,(Pf)_i,\qquad (Pf)_i=\sum_j P_{ij}f_j ,$$

where $P$ is the transition matrix.

## The inequality and its assumptions

Let $q_{ij}$ be the proposal probabilities and $a_{ij}$ the acceptance probabilities. The chain is

$$P_{ij}=q_{ij}a_{ij}\ (i\neq j),\qquad P_{ii}=1-\sum_{k\ne i}q_{ik}a_{ik}.$$

In Lean this is `chain q a`. The Metropolis chain $M$ is `chain q (metropolisAcc p)`, the weighted product is `ip p f g`, and `P *ᵥ f` is $Pf$. The theorem `peskun` states that

$$\langle f,Mf\rangle_p\le\langle f,Pf\rangle_p\quad\text{for every real } f,$$

under five hypotheses:

- `hp`: all weights are positive, as Boltzmann factors are.
- `hqs`: the proposal is symmetric, so the probability of proposing $j$ from $i$ equals that of proposing $i$ from $j$.
- `hq`: the proposal is nonnegative.
- `ha`: no acceptance factor exceeds one.
- `hdb`: $P$ obeys detailed balance, $p_iP_{ij}=p_jP_{ji}$.

The weights need not be normalised and the rows of $q$ need not sum to one, so the usual stochastic case is included. The state space `ι` is finite. Peskun's name also belongs to an ordering of general pairs of reversible chains; here one member of the pair is always Metropolis.

## From probability flows to correlations

**Metropolis is in detailed balance.** For $i\ne j$, $p_iM_{ij}=q_{ij}\min(p_i,p_j)$, which is symmetric in $i$ and $j$.

**Metropolis moves most.** For $i\neq j$, the flow $p_iP_{ij}=p_iq_{ij}a_{ij}$ is at most $p_iq_{ij}$. By detailed balance it also equals $p_jq_{ji}a_{ji}\le p_jq_{ij}$. Dividing by $p_i$ gives

$$P_{ij}\le q_{ij}\min(1,p_j/p_i)=M_{ij}.$$

**Correlation loss is a sum of squares.** Define the Dirichlet form

$$\mathcal E_P(f)=\tfrac12\sum_{i,j}p_iP_{ij}(f_i-f_j)^2 .$$

Leave the factor $\tfrac12$ aside and expand the square. The $f_i^2$ terms sum to $\langle f,f\rangle_p$ because rows of $P$ sum to one. The $f_j^2$ terms give the same by detailed balance, and the cross terms give $-2\langle f,Pf\rangle_p$. Hence $\mathcal E_P(f)=\langle f,f\rangle_p-\langle f,Pf\rangle_p$, and likewise for $M$.

**Comparison.** Diagonal terms vanish, and every other term of $\mathcal E_P$ is at most that of $\mathcal E_M$. So $\mathcal E_P(f)\le\mathcal E_M(f)$, which is the inequality.

**Equality.** Suppose the two products agree for all $f$. The indicator of state $i$ gives $p_iP_{ii}=p_iM_{ii}$. Each row of $P$ is then bounded entry by entry by the row of $M$ with the same sum, so $P=M$.

## The error of a long run

Let $g$ and $h$ solve $g-Pg=f$ and $h-Mh=f$, and let the acceptances also be nonnegative. Since $P$ is self-adjoint in the weighted product,

$$0\le\mathcal E_P(g-h)=\langle g,f\rangle_p-2\langle h,f\rangle_p+\mathcal E_P(h).$$

The comparison gives $\mathcal E_P(h)\le\mathcal E_M(h)=\langle h,f\rangle_p$, so $\langle f,h\rangle_p\le\langle f,g\rangle_p$. Therefore

$$2\langle f,h\rangle_p-\langle f,f\rangle_p\le 2\langle f,g\rangle_p-\langle f,f\rangle_p .$$

These expressions are called `poissonVariance` in the code. Reading them as the asymptotic variances of running averages requires normalised $p$, irreducible chains and a limit argument that is not formalised. With that reading, Metropolis has no larger asymptotic error than heat-bath acceptance for the same number of steps in a finite Ising model whose spins are picked at random. Sweeps through the spins in a fixed order are not covered, and computing time per step is a separate matter.

For two states with $p=(1/3,2/3)$, a proposal that always suggests the other state, and $f=(2,-1)$, heat-bath acceptance gives variance $2$ and Metropolis $2/3$.

## Accepting everything breaks the bound

Keep these two states and this proposal, but accept every move. Then $P$ swaps the states, and detailed balance fails. For the same $f=(2,-1)$ we get $\langle f,Pf\rangle_p=-2$, while $\langle f,Mf\rangle_p=-1$, so the inequality is violated. Here $p$ is not even stationary for $P$; the example shows that some condition linking $P$ to $p$ is needed, not that stationarity alone would be too weak.

## The Lean file

```lean
import Mathlib

open Matrix Finset

namespace PeskunOptimality

noncomputable section

variable {ι : Type*} [Fintype ι]

/-- The product of two observables weighted by `p`. -/
def ip (p f g : ι → ℝ) : ℝ := ∑ i, p i * f i * g i

/-- Detailed balance: the probability flows between any two states cancel. -/
def DetailedBalance (p : ι → ℝ) (P : Matrix ι ι ℝ) : Prop :=
  ∀ i j, p i * P i j = p j * P j i

/-- The Dirichlet form. For normalised weights `p` and a stochastic matrix `P`, it is half the mean
squared change of `f` in one step started from `p`. -/
def dirichlet (p : ι → ℝ) (P : Matrix ι ι ℝ) (f : ι → ℝ) : ℝ :=
  1 / 2 * ∑ i, ∑ j, p i * P i j * (f i - f j) ^ 2

/-- Propose a move with `q`, accept it with `a`, and otherwise stay. -/
def chain [DecidableEq ι] (q a : Matrix ι ι ℝ) : Matrix ι ι ℝ := fun i j =>
  if i = j then 1 - ∑ k, (if i = k then 0 else q i k * a i k) else q i j * a i j

/-- The Metropolis acceptance `min(1, p j / p i)`, for positive weights `p`. -/
def metropolisAcc (p : ι → ℝ) : Matrix ι ι ℝ := fun i j => min 1 (p j / p i)

/-- The expression `2⟨f,g⟩ - ⟨f,f⟩`. For an irreducible chain with normalised stationary `p`
and `g` solving the Poisson equation `g - P g = f`, it is the asymptotic variance of the
running average of `f`. -/
def poissonVariance (p f g : ι → ℝ) : ℝ := 2 * ip p f g - ip p f f

/-- Under detailed balance the transition matrix is self-adjoint in the weighted product. -/
theorem ip_mulVec_symm {p : ι → ℝ} {P : Matrix ι ι ℝ} (hdb : DetailedBalance p P)
    (u v : ι → ℝ) : ip p u (P *ᵥ v) = ip p v (P *ᵥ u) := by
  simp only [ip, Matrix.mulVec, dotProduct, Finset.mul_sum]
  rw [Finset.sum_comm]
  refine Finset.sum_congr rfl fun i _ => Finset.sum_congr rfl fun j _ => ?_
  linear_combination (-(u j * v i)) * hdb i j

/-- For a matrix with unit row sums in detailed balance, `⟨f,f⟩ - ⟨f,Pf⟩` is the
Dirichlet form. -/
theorem ip_sub_eq_dirichlet {p : ι → ℝ} {P : Matrix ι ι ℝ} (hdb : DetailedBalance p P)
    (hrow : ∀ i, ∑ j, P i j = 1) (f : ι → ℝ) :
    ip p f f - ip p f (P *ᵥ f) = dirichlet p P f := by
  have hA : ∑ i, ∑ j, p i * P i j * f i ^ 2 = ip p f f := by
    refine Finset.sum_congr rfl fun i _ => ?_
    calc ∑ j, p i * P i j * f i ^ 2 = p i * f i * f i * ∑ j, P i j := by
          rw [Finset.mul_sum]
          exact Finset.sum_congr rfl fun j _ => by ring
      _ = p i * f i * f i := by rw [hrow, mul_one]
  -- detailed balance exchanges the roles of the two states
  have hB : ∑ i, ∑ j, p i * P i j * f j ^ 2 = ip p f f := by
    rw [← hA, Finset.sum_comm]
    refine Finset.sum_congr rfl fun i _ => Finset.sum_congr rfl fun j _ => ?_
    rw [hdb j i]
  have hC : ∑ i, ∑ j, p i * P i j * (f i * f j) = ip p f (P *ᵥ f) := by
    simp only [ip, Matrix.mulVec, dotProduct, Finset.mul_sum]
    exact Finset.sum_congr rfl fun i _ => Finset.sum_congr rfl fun j _ => by ring
  have hD : ∑ i, ∑ j, p i * P i j * (f i - f j) ^ 2 =
      ∑ i, ∑ j, p i * P i j * f i ^ 2 + ∑ i, ∑ j, p i * P i j * f j ^ 2
        - 2 * ∑ i, ∑ j, p i * P i j * (f i * f j) := by
    simp only [Finset.mul_sum, ← Finset.sum_add_distrib, ← Finset.sum_sub_distrib]
    exact Finset.sum_congr rfl fun i _ => Finset.sum_congr rfl fun j _ => by ring
  unfold dirichlet
  rw [hD, hA, hB, hC]
  ring

variable [DecidableEq ι]

/-- The probabilities of leaving and of staying add up to one. -/
theorem chain_row_sum (q a : Matrix ι ι ℝ) (i : ι) : ∑ j, chain q a i j = 1 := by
  have h : ∀ j, chain q a i j =
      (if i = j then 1 - ∑ k, (if i = k then 0 else q i k * a i k) else 0)
        + (if i = j then 0 else q i j * a i j) := by
    intro j
    simp only [chain]
    split_ifs <;> ring
  simp only [h, Finset.sum_add_distrib, Finset.sum_ite_eq, Finset.mem_univ, ↓reduceIte]
  ring

/-- For positive weights and a symmetric proposal, the Metropolis chain obeys detailed
balance. -/
theorem metropolis_balance {p : ι → ℝ} {q : Matrix ι ι ℝ} (hp : ∀ i, 0 < p i)
    (hqs : ∀ i j, q i j = q j i) : DetailedBalance p (chain q (metropolisAcc p)) := by
  have key : ∀ x y : ℝ, 0 < x → x * min 1 (y / x) = min x y := by
    intro x y hx
    have h : x * (y / x) = y := by field_simp
    rw [mul_min_of_nonneg _ _ hx.le, mul_one, h]
  intro i j
  by_cases hij : i = j
  · rw [hij]
  · have k1 := key (p i) (p j) (hp i)
    have k2 := key (p j) (p i) (hp j)
    rw [min_comm (p j) (p i)] at k2
    simp only [chain, metropolisAcc, if_neg hij, if_neg (Ne.symm hij)]
    rw [hqs j i]
    linear_combination q i j * k1 - q i j * k2

/-- With positive weights, a symmetric nonnegative proposal and acceptance factors at most one,
no chain in detailed balance moves between distinct states more often than Metropolis. -/
theorem offdiag_le_metropolis {p : ι → ℝ} {q a : Matrix ι ι ℝ} (hp : ∀ i, 0 < p i)
    (hqs : ∀ i j, q i j = q j i) (hq : ∀ i j, 0 ≤ q i j) (ha : ∀ i j, a i j ≤ 1)
    (hdb : DetailedBalance p (chain q a)) {i j : ι} (hij : i ≠ j) :
    chain q a i j ≤ chain q (metropolisAcc p) i j := by
  have h := hdb i j
  simp only [chain, if_neg hij, if_neg (Ne.symm hij)] at h
  simp only [chain, metropolisAcc, if_neg hij]
  rw [mul_min_of_nonneg _ _ (hq i j)]
  refine le_min (mul_le_mul_of_nonneg_left (ha i j) (hq i j)) ?_
  -- the reverse flow is at most `p j * q j i`
  have h2 := mul_le_mul_of_nonneg_left
    (mul_le_mul_of_nonneg_left (ha j i) (hq j i)) (hp j).le
  rw [hqs j i] at h h2
  rw [← mul_div_assoc, le_div_iff₀ (hp i)]
  linarith

/-- Peskun optimality: for positive weights and a symmetric nonnegative proposal, every chain
in detailed balance with acceptance factors at most one has `⟨f,Pf⟩ ≥ ⟨f,Mf⟩` for every real
observable `f`, where `M` is the Metropolis chain. -/
theorem peskun {p : ι → ℝ} {q a : Matrix ι ι ℝ} (hp : ∀ i, 0 < p i)
    (hqs : ∀ i j, q i j = q j i) (hq : ∀ i j, 0 ≤ q i j) (ha : ∀ i j, a i j ≤ 1)
    (hdb : DetailedBalance p (chain q a)) (f : ι → ℝ) :
    ip p f (chain q (metropolisAcc p) *ᵥ f) ≤ ip p f (chain q a *ᵥ f) := by
  have hP := ip_sub_eq_dirichlet hdb (chain_row_sum q a) f
  have hM := ip_sub_eq_dirichlet (metropolis_balance hp hqs) (chain_row_sum q _) f
  have hle : dirichlet p (chain q a) f ≤ dirichlet p (chain q (metropolisAcc p)) f := by
    unfold dirichlet
    refine mul_le_mul_of_nonneg_left ?_ (by norm_num)
    refine Finset.sum_le_sum fun i _ => Finset.sum_le_sum fun j _ => ?_
    by_cases hij : i = j
    · simp [hij]
    · exact mul_le_mul_of_nonneg_right (mul_le_mul_of_nonneg_left
        (offdiag_le_metropolis hp hqs hq ha hdb hij) (hp i).le) (sq_nonneg _)
  linarith

/-- Under the hypotheses of Peskun optimality, a chain with `⟨f,Pf⟩ = ⟨f,Mf⟩` for every `f`
is the Metropolis chain. -/
theorem eq_metropolis_of_ip_eq {p : ι → ℝ} {q a : Matrix ι ι ℝ} (hp : ∀ i, 0 < p i)
    (hqs : ∀ i j, q i j = q j i) (hq : ∀ i j, 0 ≤ q i j) (ha : ∀ i j, a i j ≤ 1)
    (hdb : DetailedBalance p (chain q a))
    (heq : ∀ f, ip p f (chain q a *ᵥ f) = ip p f (chain q (metropolisAcc p) *ᵥ f)) :
    chain q a = chain q (metropolisAcc p) := by
  -- the indicator of a state reads off the diagonal entry
  have hs : ∀ (P : Matrix ι ι ℝ) (i : ι),
      ip p (Pi.single i 1) (P *ᵥ Pi.single i 1) = p i * P i i := by
    intro P i
    simp [ip, Pi.single_apply, Matrix.mulVec, dotProduct]
  ext i j
  have hd : chain q a i i = chain q (metropolisAcc p) i i := by
    have h := heq (Pi.single i 1)
    rw [hs, hs] at h
    exact mul_left_cancel₀ (hp i).ne' h
  have hle : ∀ k ∈ Finset.univ, chain q a i k ≤ chain q (metropolisAcc p) i k := by
    intro k _
    by_cases hik : i = k
    · rw [← hik]
      exact hd.le
    · exact offdiag_le_metropolis hp hqs hq ha hdb hik
  exact (Finset.sum_eq_sum_iff_of_le hle).1
    ((chain_row_sum q a i).trans (chain_row_sum q _ i).symm) j (Finset.mem_univ j)

/-- Let the weights be positive, the proposal symmetric and nonnegative, the acceptance factors
between zero and one, and the chain in detailed balance. If `g` and `h` solve the Poisson equations
of this chain and of the Metropolis chain for the same `f`, then `poissonVariance` is at most as
large for Metropolis as for this chain. -/
theorem metropolis_variance_le {p f g h : ι → ℝ} {q a : Matrix ι ι ℝ} (hp : ∀ i, 0 < p i)
    (hqs : ∀ i j, q i j = q j i) (hq : ∀ i j, 0 ≤ q i j) (ha0 : ∀ i j, 0 ≤ a i j)
    (ha : ∀ i j, a i j ≤ 1) (hdb : DetailedBalance p (chain q a))
    (hg : g - chain q a *ᵥ g = f) (hh : h - chain q (metropolisAcc p) *ᵥ h = f) :
    poissonVariance p f h ≤ poissonVariance p f g := by
  have comm : ∀ u v, ip p u v = ip p v u := fun u v =>
    Finset.sum_congr rfl fun i _ => by ring
  have subr : ∀ u v w, ip p u (v - w) = ip p u v - ip p u w := by
    intro u v w
    simp only [ip, Pi.sub_apply, mul_sub, Finset.sum_sub_distrib]
  -- the Dirichlet form of the difference of the two solutions is nonnegative
  have hpos : 0 ≤ dirichlet p (chain q a) (g - h) := by
    unfold dirichlet
    refine mul_nonneg (by norm_num) (Finset.sum_nonneg fun i _ => Finset.sum_nonneg fun j _ => ?_)
    by_cases hij : i = j
    · simp [hij]
    · have : 0 ≤ chain q a i j := by
        simp only [chain, if_neg hij]
        exact mul_nonneg (hq i j) (ha0 i j)
      exact mul_nonneg (mul_nonneg (hp i).le this) (sq_nonneg _)
  rw [← ip_sub_eq_dirichlet hdb (chain_row_sum q a), Matrix.mulVec_sub, subr, subr,
    comm (g - h) g, comm (g - h) h, comm (g - h) (chain q a *ᵥ g),
    comm (g - h) (chain q a *ᵥ h), subr, subr, subr, subr,
    comm (chain q a *ᵥ g) g, comm (chain q a *ᵥ g) h,
    comm (chain q a *ᵥ h) g, comm (chain q a *ᵥ h) h] at hpos
  have hsym := ip_mulVec_symm hdb g h
  have hpes := peskun hp hqs hq ha hdb h
  have e1 := subr g g (chain q a *ᵥ g)
  have e2 := subr h g (chain q a *ᵥ g)
  have e3 := subr h h (chain q (metropolisAcc p) *ᵥ h)
  rw [hg] at e1 e2
  rw [hh] at e3
  have c1 := comm g h
  have c2 := comm f g
  have c3 := comm f h
  unfold poissonVariance
  linarith

/-- Two states with weights 1/3 and 2/3, acceptances 2/3 and 1/3, and `f = (2, -1)`: detailed
balance and both Poisson equations hold, and the variances are 2 and, for Metropolis, 2/3. -/
theorem metropolis_variance_le_witness :
    DetailedBalance ![1/3, 2/3] (chain !![0, 1; 1, 0] !![1, 2/3; 1/3, 1]) ∧
    ![2, -1] - chain !![0, 1; 1, 0] !![1, 2/3; 1/3, 1] *ᵥ ![2, -1] = ![2, -1] ∧
    ![4/3, -2/3] - chain !![0, 1; 1, 0] (metropolisAcc ![1/3, 2/3]) *ᵥ ![4/3, -2/3]
      = ![2, -1] ∧
    poissonVariance ![1/3, 2/3] ![2, -1] ![2, -1] = 2 ∧
    poissonVariance ![1/3, 2/3] ![2, -1] ![4/3, -2/3] = 2/3 := by
  refine ⟨?_, ?_, ?_, ?_, ?_⟩
  · intro i j
    fin_cases i <;> fin_cases j <;> norm_num [chain, Fin.sum_univ_two]
  · ext i
    fin_cases i <;> norm_num [chain, Matrix.mulVec, dotProduct, Fin.sum_univ_two]
  · ext i
    fin_cases i <;>
      norm_num [chain, metropolisAcc, Matrix.mulVec, dotProduct, Fin.sum_univ_two, min_def]
  · norm_num [poissonVariance, ip, Fin.sum_univ_two]
  · norm_num [poissonVariance, ip, Fin.sum_univ_two]

end

end PeskunOptimality
```

```lean
#print axioms PeskunOptimality.offdiag_le_metropolis
#print axioms PeskunOptimality.eq_metropolis_of_ip_eq
#print axioms PeskunOptimality.metropolis_variance_le
```

```
'PeskunOptimality.offdiag_le_metropolis' depends on axioms: [propext, Classical.choice, Quot.sound]
'PeskunOptimality.eq_metropolis_of_ip_eq' depends on axioms: [propext, Classical.choice, Quot.sound]
'PeskunOptimality.metropolis_variance_le' depends on axioms: [propext, Classical.choice, Quot.sound]
```

## How the lemmas carry the argument

`chain_row_sum` separates the diagonal entry from the rest of the row and adds them to one. In `metropolis_balance`, the auxiliary identity `key` is $x\min(1,y/x)=\min(x,y)$, and `linear_combination` equates the two flows.

`offdiag_le_metropolis` splits the minimum with `le_min`. The first bound is $a_{ij}\le1$; the second is the reverse-flow estimate.

`ip_sub_eq_dirichlet` follows the expansion of the square: `hA` and `hB` are the two squared terms, `hC` is the cross term, and `hD` assembles them. `peskun` then compares the double sums with `Finset.sum_le_sum`, and `linarith` turns the order of the Dirichlet forms into the order of the products.

In `eq_metropolis_of_ip_eq`, `Pi.single i 1` is the indicator of state $i$, and `Finset.sum_eq_sum_iff_of_le` turns equal row sums into equal entries.

`metropolis_variance_le` starts from `hpos`, the nonnegative Dirichlet form of $g-h$. The local facts `comm` and `subr` expand it, `hsym` supplies self-adjointness through `ip_mulVec_symm`, and `hpes` applies `peskun` to $h$. The Poisson equations are inserted in `e1`, `e2` and `e3`, after which `linarith` finishes. The two-state values in `metropolis_variance_le_witness` are computed entry by entry with `norm_num`.
